# Particle–hole duality: principal minors of an inverse matrix from the determinant and complementary minors of the matrix

Take non-interacting fermions in grand-canonical equilibrium on finitely many orthonormal orbitals, and ask for the probability that exactly the orbitals in a set $S$ are occupied. With one-body Hamiltonian $h$, chemical potential $\mu$ and inverse temperature $\beta$, the one-body Boltzmann matrix is $L=e^{-\beta(h-\mu)}$, and free-fermion theory gives the probability $\det L_S/\det(1+L)$. Here $L_S$ keeps only the rows and columns in $S$.

The same configuration can be described by its holes, which fill the complement $S^c$ and have the transpose of $L^{-1}$ as their one-body Boltzmann matrix. Transposition does not change principal minors, so the two descriptions agree if

$$\det L\,\det\big((L^{-1})_{S^c}\big)=\det L_S .$$

This is a case of Jacobi's identity for complementary minors, proved below for every square matrix with invertible determinant. The theorems concern matrices only: the step from Fock space to the determinant formula for the probability is taken from physics.

## Orbitals, minors and orderings

```lean
import Mathlib

open Matrix

namespace ParticleHoleMinors

variable {R ι m n : Type*} [CommRing R]
variable [Fintype ι] [DecidableEq ι] [Fintype m] [DecidableEq m] [Fintype n] [DecidableEq n]
```

The type `ι` labels the orbitals. The letters `m` and `n` are also finite index types, not numbers; they label the rows and columns of blocks. Matrix entries lie in a commutative ring `R`, which may be $\mathbb R$ or $\mathbb C$.

```lean
/-- The principal minor of `A` on the orbital set `S`: the determinant of `A` with rows and
columns restricted to `S`. -/
def principalMinor (A : Matrix ι ι R) (S : Finset ι) : R :=
  (A.submatrix (fun i : S => (i : ι)) (fun j : S => (j : ι))).det
```

`Matrix ι ι R` is the type of square matrices indexed by orbitals, and `Finset ι` is the type of finite sets of orbitals. The definition reads $\texttt{principalMinor}\,A\,S=\det A_S$. For empty $S$ the value is 1, the determinant of a matrix with no rows.

```lean
/-- The ordering of the orbitals that lists those in `S` first and those outside `S` second. -/
def splitOrbitals (S : Finset ι) : S ⊕ (Sᶜ : Finset ι) ≃ ι :=
  ((Equiv.refl S).sumCongr (Equiv.subtypeEquivRight fun _ => Finset.mem_compl)).trans
    (Equiv.sumCompl (fun x => x ∈ S))
```

The symbol `⊕` is a disjoint union, whose elements carry a tag `Sum.inl` (left part) or `Sum.inr` (right part). The symbol `≃` denotes a bijection. `splitOrbitals S` therefore lists the orbitals of $S$ first and those of $S^c$ second, which puts a matrix into two-by-two block form.

## The identity for blocks

```lean
/-- If two block matrices multiply to the identity, the determinant of the first times that of
the upper diagonal block of the second is the determinant of the lower diagonal block of the
first. -/
theorem det_mul_det_inverse_block
    (A : Matrix m m R) (B : Matrix m n R) (C : Matrix n m R) (D : Matrix n n R)
    (P : Matrix m m R) (Q : Matrix m n R) (X : Matrix n m R) (Y : Matrix n n R)
    (h : fromBlocks A B C D * fromBlocks P Q X Y = 1) :
    (fromBlocks A B C D).det * P.det = D.det := by
  rw [fromBlocks_multiply, ← fromBlocks_one, fromBlocks_inj] at h
  obtain ⟨h11, -, h21, -⟩ := h
  -- keep only the first block column of the inverse: the product becomes triangular
  have key : fromBlocks A B C D * fromBlocks P 0 X 1 = fromBlocks 1 B 0 D := by
    rw [fromBlocks_multiply, h11, h21]
    simp
  have hd := congrArg Matrix.det key
  simpa only [det_mul, det_fromBlocks_zero₁₂, det_fromBlocks_zero₂₁, det_one, mul_one,
    one_mul] using hd
```

A Lean theorem first lists its data and hypotheses in brackets; the colon after these brackets introduces the conclusion, and `:=` the proof. Here the hypothesis `h`, which has nothing to do with the Hamiltonian, says

$$\begin{pmatrix}A&B\\C&D\end{pmatrix}\begin{pmatrix}P&Q\\X&Y\end{pmatrix}=1,$$

and the conclusion is that the determinant of the first matrix times $\det P$ equals $\det D$.

By hand, the first block column of the product gives $AP+BX=1$ and $CP+DX=0$. Replace the second block column of the inverse by $(0,1)$:

$$\begin{pmatrix}A&B\\C&D\end{pmatrix}\begin{pmatrix}P&0\\X&1\end{pmatrix}=\begin{pmatrix}1&B\\0&D\end{pmatrix}.$$

Both the new factor and the product are block triangular, with determinants $\det P$ and $\det D$. Taking determinants gives the claim. No block is inverted, so $A$ or $D$ may be singular.

In Lean, `obtain` extracts the two block equations as `h11` and `h21`, `key` is the displayed product, and `hd` is its determinant.

## Different row and column sets

```lean
/-- Jacobi's identity for general minors of a matrix with invertible determinant. The orderings
`e` of the rows and `f` of the columns each split the orbitals into a selected and a remaining
part, and the sign is that of the permutation relating the two orderings. -/
theorem jacobi_complementary_minors (A : Matrix ι ι R) (hA : IsUnit A.det)
    (e f : m ⊕ n ≃ ι) :
    ((Equiv.Perm.sign (e.symm.trans f) : ℤ) : R) * A.det *
        (A⁻¹.submatrix (fun i => f (Sum.inl i)) (fun j => e (Sum.inl j))).det =
      (A.submatrix (fun i => e (Sum.inr i)) (fun j => f (Sum.inr j))).det := by
  -- the reordered matrices are still inverse to each other
  have hprod : A.submatrix e f * A⁻¹.submatrix f e = 1 := by
    rw [submatrix_mul_equiv, mul_nonsing_inv _ hA, submatrix_one_equiv]
  -- reordering costs the sign of the relative permutation
  have hdet : (A.submatrix e f).det =
      ((Equiv.Perm.sign (e.symm.trans f) : ℤ) : R) * A.det := by
    have hs : A.submatrix e f = (A.submatrix id (e.symm.trans f)).submatrix e e := by
      ext i j
      simp
    rw [hs, det_submatrix_equiv_self, det_permute']
  have h := det_mul_det_inverse_block
    (A.submatrix e f).toBlocks₁₁ (A.submatrix e f).toBlocks₁₂
    (A.submatrix e f).toBlocks₂₁ (A.submatrix e f).toBlocks₂₂
    (A⁻¹.submatrix f e).toBlocks₁₁ (A⁻¹.submatrix f e).toBlocks₁₂
    (A⁻¹.submatrix f e).toBlocks₂₁ (A⁻¹.submatrix f e).toBlocks₂₂
    (by rw [fromBlocks_toBlocks, fromBlocks_toBlocks]; exact hprod)
  rw [fromBlocks_toBlocks, hdet] at h
  exact h
```

The hypothesis `hA : IsUnit A.det` says that $\det A$ has an inverse in `R`; over a field this means $\det A\neq0$. For a Boltzmann matrix it holds whenever the one-body energies, $\mu$ and $\beta$ are finite, since then no eigenvalue of $L$ is zero.

The ordering `e` selects a set $I$ of rows and `f` a set $J$ of columns, of equal size. Write $A_{I,J}$ for the submatrix with rows $I$ and columns $J$, each in the listed order. The theorem reads

$$\operatorname{sgn}(\sigma)\,\det A\,\det\big((A^{-1})_{J,I}\big)=\det A_{I^c,J^c},\qquad \sigma=f\circ e^{-1}.$$

Note that $I$ and $J$ change places in the inverse. When each part is listed in increasing order, the sign is the textbook $(-1)^{\sum I+\sum J}$, with orbitals numbered from 1.

By hand, let $\tilde A_{ij}=A_{e(i),f(j)}$ and $\tilde B_{ij}=(A^{-1})_{f(i),e(j)}$. Then

$$(\tilde A\tilde B)_{ij}=\sum_k A_{e(i),f(k)}(A^{-1})_{f(k),e(j)}=\delta_{ij},$$

because $f(k)$ runs once through all orbitals. This is `hprod`. Ordering rows and columns both by $e$ leaves the determinant unchanged, and the remaining permutation $\sigma$ of the columns contributes its sign, so $\det\tilde A=\operatorname{sgn}(\sigma)\det A$. This is `hdet`. The block identity applied to $\tilde A$ and $\tilde B$ finishes the argument; the names with `toBlocks` merely cut these matrices into their four blocks.

## The duality for principal minors

```lean
/-- Particle-hole duality of minors: for a matrix `A` with invertible determinant, `det A` times
the principal minor of the inverse on `S` is the principal minor of `A` on the complement
of `S`. -/
theorem particle_hole_duality (A : Matrix ι ι R) (hA : IsUnit A.det) (S : Finset ι) :
    A.det * principalMinor A⁻¹ S = principalMinor A Sᶜ := by
  -- rows and columns are ordered alike, so the sign is one
  have h := jacobi_complementary_minors A hA (splitOrbitals S) (splitOrbitals S)
  rw [Equiv.symm_trans_self, Equiv.Perm.sign_refl, Units.val_one, Int.cast_one, one_mul] at h
  exact h
```

In ordinary notation,

$$\det A\,\det\big((A^{-1})_S\big)=\det A_{S^c}.$$

The proof uses `splitOrbitals S` for rows and columns alike. Then $\sigma$ is the identity, its sign is 1, and the previous theorem becomes the duality. The `rw` line carries out this simplification, and `exact h` closes the proof because the minors agree by definition.

For a numerical instance, take

$$A=\begin{pmatrix}3&1\\1&2\end{pmatrix},\qquad \det A=5,\qquad A^{-1}=\frac15\begin{pmatrix}2&-1\\-1&3\end{pmatrix}.$$

With $S=\{1\}$ the left side is $5\cdot\frac25=2$, and the right side is $A_{22}=2$.

Without any condition on the determinant the identity fails. For $A=\operatorname{diag}(1,0)$ and $S=\{2\}$, the right side is $A_{11}=1$, while the left side contains the factor $\det A=0$ and vanishes whatever matrix is written for $A^{-1}$.

## Vanishing minors and diagonal elements

```lean
/-- For a matrix with invertible determinant, the principal minor of the inverse on `S` vanishes
exactly when the principal minor of the matrix on the complement of `S` vanishes. -/
theorem minor_inverse_eq_zero_iff (A : Matrix ι ι R) (hA : IsUnit A.det) (S : Finset ι) :
    principalMinor A⁻¹ S = 0 ↔ principalMinor A Sᶜ = 0 := by
  rw [← particle_hole_duality A hA S, hA.mul_right_eq_zero]
```

The symbol `↔` means "if and only if". By the duality, the two minors differ by the factor $\det A$. Since this factor is invertible, one minor is zero exactly when the other is. The proof substitutes the duality and then cancels the factor.

For a unitary change $U$ of finitely many orbitals, minors are overlaps between Slater determinants. Putting $U^{-1}=U^\dagger$ and $|\det U|=1$ into the duality by hand gives $|\det U_S|=|\det U_{S^c}|$, a consequence that is not stated in Lean here.

```lean
/-- For a matrix with invertible determinant, `det A` times a diagonal element of the inverse is
the determinant of `A` with that one orbital removed. -/
theorem det_mul_inverse_diagonal (A : Matrix ι ι R) (hA : IsUnit A.det) (i : ι) :
    A.det * A⁻¹ i i = principalMinor A {i}ᶜ := by
  have hsub : Subsingleton (({i} : Finset ι) : Type _) :=
    ⟨fun a b => Subtype.ext
      ((Finset.mem_singleton.mp a.2).trans (Finset.mem_singleton.mp b.2).symm)⟩
  -- a minor on a single orbital is the diagonal element itself
  have h1 : principalMinor A⁻¹ {i} = A⁻¹ i i :=
    det_eq_elem_of_subsingleton _ (⟨i, Finset.mem_singleton_self i⟩ : ({i} : Finset ι))
  rw [← h1, particle_hole_duality A hA]
```

For a single orbital $i$, the minor of the inverse is a one-by-one determinant, hence the element itself:

$$\det A\,(A^{-1})_{ii}=\det A_{\{i\}^c}.$$

The lines `hsub` and `h1` establish that a set with one orbital gives a one-by-one matrix and that its determinant is its only entry. The duality does the rest. If there is only one orbital in total, the right side is the empty determinant 1.

With $A=z-h$ for a finite one-body Hamiltonian $h$ and a number $z$ that is not an eigenvalue, this expresses the diagonal Green's function $\big((z-h)^{-1}\big)_{ii}$ as a ratio of two determinants, the upper one with orbital $i$ removed.

## Counting particles or counting holes

```lean
/-- For a square matrix `L` with invertible determinant, the principal minor of `L` on `S` times
`det (1 + L⁻¹)` equals the principal minor of `L⁻¹` on the complement of `S` times `det (1 + L)`. -/
theorem particle_weight_eq_hole_weight (L : Matrix ι ι R) (hL : IsUnit L.det)
    (S : Finset ι) :
    principalMinor L S * (1 + L⁻¹).det = principalMinor L⁻¹ Sᶜ * (1 + L).det := by
  have hs := particle_hole_duality L hL Sᶜ
  rw [compl_compl] at hs
  -- the two normalisations differ by the factor `det L`
  have hd : L.det * (1 + L⁻¹).det = (1 + L).det := by
    rw [← det_mul, mul_add, mul_one, mul_nonsing_inv _ hL, add_comm]
  linear_combination (-(1 + L⁻¹).det) * hs + principalMinor L⁻¹ Sᶜ * hd

end ParticleHoleMinors
```

The statement is

$$\det L_S\,\det(1+L^{-1})=\det\big((L^{-1})_{S^c}\big)\,\det(1+L).$$

When both normalisations are non-zero, as they are for $L=e^{-\beta(h-\mu)}$ with Hermitian $h$ and real $\beta$ and $\mu$, division gives the equality of the two probabilities. Lean requires only that $\det L$ be invertible; `L` need not be Hermitian or an exponential.

By hand, the duality for $S^c$ gives $\det L_S=\det L\,\det\big((L^{-1})_{S^c}\big)$, since the complement of $S^c$ is $S$. This is `hs`, read from right to left. Next, $L(1+L^{-1})=L+1$ gives $\det L\,\det(1+L^{-1})=\det(1+L)$, which is `hd`. Hence

$$\det L_S\,\det(1+L^{-1})=\det\big((L^{-1})_{S^c}\big)\,\det L\,\det(1+L^{-1})=\det\big((L^{-1})_{S^c}\big)\,\det(1+L).$$

The tactic `linear_combination` checks that the goal follows from `hs` and `hd` with the stated multipliers.

For $L$ equal to the numerical matrix $A$ above, $\det(1+L)=11$ and $\det(1+L^{-1})=\frac{11}5$. The probability of a particle on orbital 1 alone is $\frac3{11}$. Counted as a hole on orbital 2 alone, it is $\frac35\big/\frac{11}5=\frac3{11}$.

In a simulation of non-interacting fermions on a nearly full finite lattice, the hole form replaces a large minor of $L$ by a small minor of $L^{-1}$, once the inverse and the normalisation are known.

```lean
#print axioms ParticleHoleMinors.particle_hole_duality
#print axioms ParticleHoleMinors.minor_inverse_eq_zero_iff
#print axioms ParticleHoleMinors.det_mul_inverse_diagonal
#print axioms ParticleHoleMinors.particle_weight_eq_hole_weight
```

```
'ParticleHoleMinors.particle_hole_duality' depends on axioms: [propext, Classical.choice, Quot.sound]
'ParticleHoleMinors.minor_inverse_eq_zero_iff' depends on axioms: [propext, Classical.choice, Quot.sound]
'ParticleHoleMinors.det_mul_inverse_diagonal' depends on axioms: [propext, Classical.choice, Quot.sound]
'ParticleHoleMinors.particle_weight_eq_hole_weight' depends on axioms: [propext, Classical.choice, Quot.sound]
```
